# The plane-wave cutoff error in the bound-state energy of a contact well on a ring decays as 1/N

The delta well is defined here by its plane-wave matrix elements, all equal to $-g$. On a ring of length $2\pi$ with $\hbar^2/2m=1$, this represents the potential $-2\pi g\,\delta(x)$. An energy $E$ is a number for which some real amplitudes $a_k$, not all zero, satisfy

$$k^2a_k-g\sum_j a_j=Ea_k .$$

`IsTruncEnergy` restricts $k$ and $j$ to $|k|\le N$; `IsEnergy` keeps all integers. No self-adjoint operator on the ring is constructed. Write $S_N(K)$ for `truncSum N K` and $S(K)$ for `fullSum K`, the sums of $1/(k^2+K)$.

In Lean 4 with Mathlib:

```lean
import Mathlib

open Filter Topology Set

namespace ContactPlaneWave

noncomputable section

/-- The plane waves on the ring kept by the cutoff `|k| ≤ N`. -/
def modes (N : ℕ) : Finset ℤ := Finset.Icc (-(N : ℤ)) N

/-- The secular sum over the retained plane waves at energy `-K`. -/
def truncSum (N : ℕ) (K : ℝ) : ℝ := ∑ k ∈ modes N, 1 / ((k : ℝ) ^ 2 + K)

/-- The secular sum over all plane waves at energy `-K`. -/
def fullSum (K : ℝ) : ℝ := ∑' k : ℤ, 1 / ((k : ℝ) ^ 2 + K)

/-- The sum of `1 / ((k² + x) (k² + K))` over the retained plane waves. -/
def overlap (N : ℕ) (x K : ℝ) : ℝ :=
  ∑ k ∈ modes N, 1 / (((k : ℝ) ^ 2 + x) * ((k : ℝ) ^ 2 + K))

/-- `E` is an eigenvalue of the contact Hamiltonian of strength `g` in the truncated basis. -/
def IsTruncEnergy (N : ℕ) (g E : ℝ) : Prop :=
  ∃ a : ℤ → ℝ, (∃ k ∈ modes N, a k ≠ 0) ∧
    ∀ k ∈ modes N, (k : ℝ) ^ 2 * a k - g * ∑ j ∈ modes N, a j = E * a k

/-- `E` is an energy of the contact Hamiltonian of strength `g` in the full plane-wave basis,
with summable amplitudes. -/
def IsEnergy (g E : ℝ) : Prop :=
  ∃ a : ℤ → ℝ, Summable a ∧ (∃ k, a k ≠ 0) ∧
    ∀ k : ℤ, (k : ℝ) ^ 2 * a k - g * ∑' j, a j = E * a k
```

## Nonzero, summable amplitudes

Without the nonzero condition, every $E$ would count as an energy. Summability gives the contact term its meaning.

Put $E=-K$ with $K>0$ and $s=\sum_j a_j$. The equation gives $a_k=gs/(k^2+K)$. If $s=0$, all amplitudes vanish, so $s\ne0$; summing over $k$ and cancelling $s$ leaves $gS(K)=1$, or $gS_N(K)=1$ with the cutoff. Conversely, $a_k=1/(k^2+K)$ solves the equation whenever the secular equation holds.

Both equivalences below follow these steps. `summable_green` supplies summability for the converse; the forward direction does not need it as an assumption, because the equation already fixes the form of $a_k$.

```lean
lemma summable_green {K : ℝ} (hK : 0 < K) :
    Summable fun k : ℤ => 1 / ((k : ℝ) ^ 2 + K) := by
  have h1 : Summable fun k : ℤ => 1 / (k : ℝ) ^ 2 :=
    Real.summable_one_div_int_pow.mpr (by norm_num)
  have h2 : Summable fun k : ℤ => if k = 0 then 1 / K else 0 :=
    (hasSum_ite_eq (0 : ℤ) (1 / K)).summable
  refine Summable.of_nonneg_of_le (fun k => by positivity) (fun k => ?_) (h1.add h2)
  by_cases hk : k = 0
  · simp [hk]
  · have hk' : (k : ℝ) ≠ 0 := by exact_mod_cast hk
    have hp : (0 : ℝ) < (k : ℝ) ^ 2 := by positivity
    simp only [if_neg hk, add_zero]
    exact one_div_le_one_div_of_le hp (by linarith)

/-- In the truncated basis, for `K > 0`, `-K` is an energy exactly when the truncated secular
equation holds. -/
theorem truncEnergy_iff (N : ℕ) (g : ℝ) {K : ℝ} (hK : 0 < K) :
    IsTruncEnergy N g (-K) ↔ g * truncSum N K = 1 := by
  constructor
  · rintro ⟨a, ⟨q, hq, hq0⟩, h⟩
    obtain ⟨s, hs⟩ : ∃ s, s = ∑ j ∈ modes N, a j := ⟨_, rfl⟩
    simp only [← hs] at h
    have ha : ∀ k ∈ modes N, a k = g * s * (1 / ((k : ℝ) ^ 2 + K)) := fun k hk => by
      have hp : (k : ℝ) ^ 2 + K ≠ 0 := by positivity
      rw [mul_one_div, eq_div_iff hp]
      linear_combination h k hk
    have hs0 : s ≠ 0 := fun h0 => hq0 (by rw [ha q hq, h0]; ring)
    have h1 : s = g * s * truncSum N K := by
      rw [truncSum, Finset.mul_sum]
      exact hs.trans (Finset.sum_congr rfl ha)
    exact mul_left_cancel₀ hs0 (by linear_combination -h1)
  · intro h
    refine ⟨fun k => 1 / ((k : ℝ) ^ 2 + K), ⟨0, by simp [modes], by simpa using hK.ne'⟩,
      fun k _ => ?_⟩
    change (k : ℝ) ^ 2 * (1 / ((k : ℝ) ^ 2 + K)) - g * truncSum N K = _
    have hp : ((k : ℝ) ^ 2 + K) * (1 / ((k : ℝ) ^ 2 + K)) = 1 :=
      mul_one_div_cancel (by positivity)
    linear_combination hp - h

/-- In the full basis, for `K > 0`, `-K` is an energy exactly when the full secular equation holds.
-/
theorem energy_iff (g : ℝ) {K : ℝ} (hK : 0 < K) :
    IsEnergy g (-K) ↔ g * fullSum K = 1 := by
  constructor
  · rintro ⟨a, -, ⟨q, hq0⟩, h⟩
    obtain ⟨s, hs⟩ : ∃ s, s = ∑' j, a j := ⟨_, rfl⟩
    simp only [← hs] at h
    have ha : ∀ k : ℤ, a k = g * s * (1 / ((k : ℝ) ^ 2 + K)) := fun k => by
      have hp : (k : ℝ) ^ 2 + K ≠ 0 := by positivity
      rw [mul_one_div, eq_div_iff hp]
      linear_combination h k
    have hs0 : s ≠ 0 := fun h0 => hq0 (by rw [ha q, h0]; ring)
    have h1 : s = g * s * fullSum K := by
      rw [fullSum, ← tsum_mul_left]
      exact hs.trans (tsum_congr ha)
    exact mul_left_cancel₀ hs0 (by linear_combination -h1)
  · intro h
    refine ⟨fun k => 1 / ((k : ℝ) ^ 2 + K), summable_green hK, ⟨0, by simpa using hK.ne'⟩,
      fun k => ?_⟩
    change (k : ℝ) ^ 2 * (1 / ((k : ℝ) ^ 2 + K)) - g * fullSum K = _
    have hp : ((k : ℝ) ^ 2 + K) * (1 / ((k : ℝ) ^ 2 + K)) = 1 :=
      mul_one_div_cancel (by positivity)
    linear_combination hp - h
```

## Positive K: a state below every kinetic energy

```lean
lemma truncSum_tendsto {K : ℝ} (hK : 0 < K) :
    Tendsto (fun N => truncSum N K) atTop (𝓝 (fullSum K)) := by
  have hm : Tendsto modes atTop atTop := by
    refine tendsto_atTop_finset_of_monotone (fun m n h k hk => ?_) (fun k => ⟨k.natAbs, ?_⟩)
    · simp only [modes, Finset.mem_Icc] at hk ⊢
      omega
    · simp only [modes, Finset.mem_Icc]
      omega
  exact (summable_green hK).hasSum.comp hm
```

The condition `0 < K` puts the energy $-K$ below every kinetic energy $k^2$, so no denominator vanishes; a bound state here means a state of negative energy. It also controls the omitted part $T_N=S(K)-S_N(K)=2\sum_{n>N}1/(n^2+K)$, since

$$\frac1{n+K}-\frac1{n+1+K}\le\frac1{n^2+K}\le\frac1{n-\frac12}-\frac1{n+\frac12}.$$

Both outer expressions telescope, giving

$$\frac2{N+1+K}\le T_N\le\frac2{N+\frac12},\qquad NT_N\to2.$$

In `tail_bounds` the telescoping appears as monotonicity: $S_N$ plus the lower bound increases to $S$, and $S_N$ plus the upper bound decreases to it.

```lean
lemma truncSum_succ (N : ℕ) (K : ℝ) :
    truncSum (N + 1) K = truncSum N K + 2 / (((N : ℝ) + 1) ^ 2 + K) := by
  have h : modes (N + 1) = insert ((N : ℤ) + 1) (insert (-((N : ℤ) + 1)) (modes N)) := by
    ext k
    simp only [modes, Finset.mem_insert, Finset.mem_Icc]
    omega
  rw [truncSum, h, Finset.sum_insert (by
    simp only [modes, Finset.mem_insert, Finset.mem_Icc]; omega),
    Finset.sum_insert (by simp only [modes, Finset.mem_Icc]; omega), truncSum]
  push_cast
  ring

/-- Two-sided bound on the part of the secular sum lost by the cutoff. -/
theorem tail_bounds {K : ℝ} (hK : 0 < K) (N : ℕ) :
    2 / ((N : ℝ) + (1 + K)) ≤ fullSum K - truncSum N K ∧
      fullSum K - truncSum N K ≤ 2 / ((N : ℝ) + 1 / 2) := by
  have hz : ∀ b : ℝ, Tendsto (fun N : ℕ => 2 / ((N : ℝ) + b)) atTop (𝓝 0) := fun b =>
    tendsto_const_nhds.div_atTop
      (tendsto_atTop_add_const_right _ b tendsto_natCast_atTop_atTop)
  have hl := fun b => (truncSum_tendsto hK).add (hz b)
  simp only [add_zero] at hl
  constructor
  · -- the sum corrected by a telescoping tail increases to its limit
    have hm : Monotone fun N : ℕ => truncSum N K + 2 / ((N : ℝ) + (1 + K)) := by
      refine monotone_nat_of_le_succ fun n => ?_
      simp only [truncSum_succ, Nat.cast_add, Nat.cast_one]
      have : 2 / ((n : ℝ) + (1 + K)) - 2 / ((n : ℝ) + 1 + (1 + K))
          ≤ 2 / (((n : ℝ) + 1) ^ 2 + K) := by
        rw [div_sub_div _ _ (by positivity) (by positivity),
          div_le_div_iff₀ (by positivity) (by positivity)]
        nlinarith [mul_nonneg (Nat.cast_nonneg (α := ℝ) n) hK.le, sq_nonneg K,
          Nat.cast_nonneg (α := ℝ) n]
      linarith
    have h : truncSum N K + 2 / ((N : ℝ) + (1 + K)) ≤ fullSum K :=
      hm.ge_of_tendsto (hl (1 + K)) N
    linarith
  · have hm : Antitone fun N : ℕ => truncSum N K + 2 / ((N : ℝ) + 1 / 2) := by
      refine antitone_nat_of_succ_le fun n => ?_
      simp only [truncSum_succ, Nat.cast_add, Nat.cast_one]
      have : 2 / (((n : ℝ) + 1) ^ 2 + K)
          ≤ 2 / ((n : ℝ) + 1 / 2) - 2 / ((n : ℝ) + 1 + 1 / 2) := by
        rw [div_sub_div _ _ (by positivity) (by positivity),
          div_le_div_iff₀ (by positivity) (by positivity)]
        nlinarith
      linarith
    have h : fullSum K ≤ truncSum N K + 2 / ((N : ℝ) + 1 / 2) :=
      hm.le_of_tendsto (hl (1 / 2)) N
    linarith
```

Positive roots exist for every $c=1/g>0$, an attractive well. The $k=0$ term alone makes both sums at least $c$ at $K=1/c$, and both fall below $c$ at large $K$; `exists_roots` applies the intermediate value theorem between these points. For $c\le0$ there is no positive root, because the sums are positive.

```lean
lemma inv_le_truncSum (N : ℕ) {K : ℝ} (hK : 0 < K) : 1 / K ≤ truncSum N K := by
  have := Finset.single_le_sum (f := fun k : ℤ => 1 / ((k : ℝ) ^ 2 + K))
    (fun k _ => (by positivity : (0 : ℝ) ≤ 1 / ((k : ℝ) ^ 2 + K)))
    (show (0 : ℤ) ∈ modes N by simp [modes])
  simpa [truncSum] using this

/-- For every `c > 0` the full secular equation and all truncated ones have positive roots. -/
theorem exists_roots {c : ℝ} (hc : 0 < c) :
    (∃ K > 0, fullSum K = c) ∧ ∀ N, ∃ x > 0, truncSum N x = c := by
  have hc' : 0 < 1 / c := by positivity
  -- the full secular sum tends to zero as its argument grows
  have h0 : Tendsto fullSum atTop (𝓝 (∑' _ : ℤ, (0 : ℝ))) := by
    refine tendsto_tsum_of_dominated_convergence (summable_green one_pos) (fun k => ?_) ?_
    · exact tendsto_const_nhds.div_atTop (tendsto_atTop_add_const_left _ _ tendsto_id)
    · filter_upwards [eventually_ge_atTop (1 : ℝ)] with x hx k
      have hx0 : 0 < x := by linarith
      rw [Real.norm_of_nonneg (by positivity)]
      exact one_div_le_one_div_of_le (by positivity) (by linarith)
  rw [tsum_zero] at h0
  obtain ⟨B, hB, hcB⟩ := ((h0.eventually_lt_const hc).and (eventually_ge_atTop (1 / c))).exists
  have hlt : ∀ N : ℕ, ∀ x : ℝ, 0 < x → truncSum N x < fullSum x := fun N x hx => by
    have h1 := (tail_bounds hx N).1
    have h2 : 0 < 2 / ((N : ℝ) + (1 + x)) := by positivity
    linarith
  have hlow : ∀ N, c ≤ truncSum N (1 / c) := fun N => by
    simpa using inv_le_truncSum N hc'
  have hcont : ∀ k : ℤ, ContinuousOn (fun x : ℝ => 1 / ((k : ℝ) ^ 2 + x)) (Icc (1 / c) B) :=
    fun k => continuousOn_const.div (continuousOn_const.add continuousOn_id) fun x hx => by
      have : 0 < x := hc'.trans_le hx.1
      change (k : ℝ) ^ 2 + x ≠ 0
      positivity
  constructor
  · have hf : ContinuousOn fullSum (Icc (1 / c) B) := by
      refine continuousOn_tsum hcont (summable_green hc') fun k x hx => ?_
      have : 0 < x := hc'.trans_le hx.1
      rw [Real.norm_of_nonneg (by positivity)]
      exact one_div_le_one_div_of_le (by positivity) (by linarith [hx.1])
    obtain ⟨K, hK, h⟩ := intermediate_value_Icc' hcB hf
      ⟨hB.le, (hlow 0).trans (hlt 0 _ hc').le⟩
    exact ⟨K, hc'.trans_le hK.1, h⟩
  · intro N
    have hf : ContinuousOn (truncSum N) (Icc (1 / c) B) :=
      continuousOn_finsetSum _ fun k _ => hcont k
    obtain ⟨x, hx, h⟩ := intermediate_value_Icc' hcB hf
      ⟨((hlt N B (hc'.trans_le hcB)).trans hB).le, hlow N⟩
    exact ⟨x, hc'.trans_le hx.1, h⟩
```

## One coupling strength at every cutoff

Let $\kappa_N>0$ be the truncated root. The hypotheses `hfull` and `htrunc` say $S(K)=c=S_N(\kappa_N)$: the coupling is not readjusted as the basis grows. Subtracting term by term,

$$T_N=S_N(\kappa_N)-S_N(K)=(K-\kappa_N)D_N,$$

$$D_N=\sum_{|k|\le N}\frac1{(k^2+\kappa_N)(k^2+K)}.$$

Since $T_N$ and $D_N$ are positive, $\kappa_N<K$. The $k=0$ term then gives $D_N\ge1/(\kappa_NK)\ge1/K^2$, hence $0<K-\kappa_N\le 2K^2/(N+\frac12)$ at every cutoff, including $N=0$. With a different fixed positive $c$ in the truncated equations, $\kappa_N$ would approach a different root and $N(K-\kappa_N)$ would diverge.

```lean
lemma truncSum_sub (N : ℕ) {x K : ℝ} (hx : 0 < x) (hK : 0 < K) :
    truncSum N x - truncSum N K = (K - x) * overlap N x K := by
  unfold truncSum overlap
  rw [← Finset.sum_sub_distrib, Finset.mul_sum]
  refine Finset.sum_congr rfl fun k _ => ?_
  rw [div_sub_div _ _ (by positivity) (by positivity), mul_one_div]
  congr 1
  ring

lemma inv_le_overlap (N : ℕ) {x K : ℝ} (hx : 0 < x) (hK : 0 < K) :
    1 / (x * K) ≤ overlap N x K := by
  have := Finset.single_le_sum
    (f := fun k : ℤ => 1 / (((k : ℝ) ^ 2 + x) * ((k : ℝ) ^ 2 + K)))
    (fun k _ => (by positivity : (0 : ℝ) ≤ 1 / (((k : ℝ) ^ 2 + x) * ((k : ℝ) ^ 2 + K))))
    (show (0 : ℤ) ∈ modes N by simp [modes])
  simpa [overlap] using this

/-- At every cutoff a positive truncated root `x` lies below the positive full root `K` for the same
value of the secular sums, by at most `2 K ^ 2 / (N + 1 / 2)`. -/
theorem root_error_bound (N : ℕ) {x K : ℝ} (hx : 0 < x) (hK : 0 < K)
    (h : truncSum N x = fullSum K) :
    0 < K - x ∧ K - x ≤ K ^ 2 * (2 / ((N : ℝ) + 1 / 2)) := by
  have hid := truncSum_sub N hx hK
  rw [h] at hid
  obtain ⟨t1, t2⟩ := tail_bounds hK N
  have hD := inv_le_overlap N hx hK
  have hD0 : 0 < overlap N x K := lt_of_lt_of_le (by positivity) hD
  have ht : 0 < 2 / ((N : ℝ) + (1 + K)) := by positivity
  have hpos : 0 < K - x := by
    by_contra hn
    nlinarith [not_lt.mp hn]
  refine ⟨hpos, ?_⟩
  have h1 : 1 / K ^ 2 ≤ overlap N x K :=
    (one_div_le_one_div_of_le (by positivity) (by nlinarith)).trans hD
  have h2 : (K - x) * (1 / K ^ 2) ≤ 2 / ((N : ℝ) + 1 / 2) :=
    (mul_le_mul_of_nonneg_left h1 hpos.le).trans (hid ▸ t2)
  calc K - x = K ^ 2 * ((K - x) * (1 / K ^ 2)) := by field_simp
    _ ≤ _ := mul_le_mul_of_nonneg_left h2 (by positivity)
```

## Positive truncated roots

The hypothesis `hκ` selects the bound state in each basis. For $N\ge1$ the truncated equation also has a root in $(-1,0)$, an excited state; following it would keep $K-\kappa_N$ above $K$ and destroy the limit.

Positivity also gives $1/\kappa_N\le S_N(\kappa_N)=c$, so each term of $D_N$ is at most $c/(k^2+K)$, which is summable. As $\kappa_N\to K$, dominated convergence yields

$$D_N\to W=\sum_{k\in\mathbb Z}\frac1{(k^2+K)^2}.$$

Here $W$ is the squared norm of the unnormalised bound state; its normalised amplitudes are $1/(\sqrt W\,(k^2+K))$. With plane waves normalised on the ring and $S(K)=1/g$, the normalised wave function $\psi$ has density $|\psi(0)|^2=1/(2\pi g^2W)$ at the well, so $2/W=4\pi g^2|\psi(0)|^2$. `overlap_tendsto` proves this limit, and `cutoff_error_tendsto` divides:

$$N(K-\kappa_N)=\frac{NT_N}{D_N}\to\frac2W.$$

```lean
lemma overlap_tendsto {c K : ℝ} {κ : ℕ → ℝ} (hK : 0 < K) (hκ : ∀ N, 0 < κ N)
    (hc : ∀ N, 1 / κ N ≤ c) (hlim : Tendsto κ atTop (𝓝 K)) :
    Tendsto (fun N => overlap N (κ N) K) atTop (𝓝 (∑' k : ℤ, 1 / ((k : ℝ) ^ 2 + K) ^ 2)) := by
  have he : ∀ N, overlap N (κ N) K = ∑' k : ℤ,
      if k ∈ modes N then 1 / (((k : ℝ) ^ 2 + κ N) * ((k : ℝ) ^ 2 + K)) else 0 := fun N => by
    rw [tsum_eq_sum (s := modes N) (fun k hk => if_neg hk)]
    exact Finset.sum_congr rfl fun k hk => (if_pos hk).symm
  have hc0 : 0 ≤ c := (one_div_pos.mpr (hκ 0)).le.trans (hc 0)
  simp only [he]
  refine tendsto_tsum_of_dominated_convergence ((summable_green hK).mul_left c)
    (fun k => ?_) (Eventually.of_forall fun N k => ?_)
  · have h1 : Tendsto (fun N => 1 / (((k : ℝ) ^ 2 + κ N) * ((k : ℝ) ^ 2 + K))) atTop
        (𝓝 (1 / ((k : ℝ) ^ 2 + K) ^ 2)) := by
      rw [sq ((k : ℝ) ^ 2 + K)]
      exact tendsto_const_nhds.div ((hlim.const_add _).mul_const _) (by positivity)
    refine h1.congr' ?_
    filter_upwards [eventually_ge_atTop k.natAbs] with N hN
    rw [if_pos]
    simp only [modes, Finset.mem_Icc]
    omega
  · have hN := hκ N
    split_ifs with h
    · rw [Real.norm_of_nonneg (by positivity), ← one_div_mul_one_div]
      exact mul_le_mul_of_nonneg_right ((one_div_le_one_div_of_le hN
        (by nlinarith [sq_nonneg (k : ℝ)])).trans (hc N)) (by positivity)
    · rw [norm_zero]
      positivity

/-- If positive `κ N` and `K` solve the truncated and full secular equations with the same `c`, then
`N (K - κ N)` tends to `2 / ∑ (k² + K)⁻²`. -/
theorem cutoff_error_tendsto {c K : ℝ} {κ : ℕ → ℝ} (hK : 0 < K) (hκ : ∀ N, 0 < κ N)
    (hfull : fullSum K = c) (htrunc : ∀ N, truncSum N (κ N) = c) :
    Tendsto (fun N : ℕ => (N : ℝ) * (K - κ N)) atTop
      (𝓝 (2 / ∑' k : ℤ, 1 / ((k : ℝ) ^ 2 + K) ^ 2)) := by
  have heq : ∀ N, truncSum N (κ N) = fullSum K := fun N => (htrunc N).trans hfull.symm
  have hz : ∀ a b : ℝ, Tendsto (fun N : ℕ => a / ((N : ℝ) + b)) atTop (𝓝 0) := fun a b =>
    tendsto_const_nhds.div_atTop
      (tendsto_atTop_add_const_right _ b tendsto_natCast_atTop_atTop)
  -- the truncated roots converge
  have hdiff : Tendsto (fun N => K - κ N) atTop (𝓝 0) := by
    have hu := (hz 2 (1 / 2)).const_mul (K ^ 2)
    rw [mul_zero] at hu
    exact squeeze_zero (fun N => (root_error_bound N (hκ N) hK (heq N)).1.le)
      (fun N => (root_error_bound N (hκ N) hK (heq N)).2) hu
  have hlim : Tendsto κ atTop (𝓝 K) := by
    have := hdiff.const_sub K
    simpa only [sub_sub_cancel, sub_zero] using this
  have hD := overlap_tendsto hK hκ (fun N => (inv_le_truncSum N (hκ N)).trans (htrunc N).le) hlim
  have hS : 0 < ∑' k : ℤ, 1 / ((k : ℝ) ^ 2 + K) ^ 2 := by
    refine lt_of_lt_of_le (by positivity : 0 < 1 / (K * K)) (ge_of_tendsto' hD fun N => ?_)
    have hle := (root_error_bound N (hκ N) hK (heq N)).1
    have hN := hκ N
    exact (one_div_le_one_div_of_le (by positivity) (by nlinarith)).trans
      (inv_le_overlap N hN hK)
  -- the lost part of the secular sum, multiplied by the cutoff, tends to two
  have h2 : ∀ b : ℝ, 0 < b → Tendsto (fun N : ℕ => (N : ℝ) * (2 / ((N : ℝ) + b))) atTop (𝓝 2) :=
    fun b hb => by
      have h := (hz (2 * b) b).const_sub 2
      rw [sub_zero] at h
      refine h.congr fun N => ?_
      have hp : (N : ℝ) + b ≠ 0 := by positivity
      rw [mul_div_assoc', sub_eq_iff_eq_add, ← add_div, eq_div_iff hp]
      ring
  have ht : Tendsto (fun N : ℕ => (N : ℝ) * (fullSum K - truncSum N K)) atTop (𝓝 2) :=
    tendsto_of_tendsto_of_tendsto_of_le_of_le (h2 (1 + K) (by positivity))
      (h2 (1 / 2) (by norm_num))
      (fun N => mul_le_mul_of_nonneg_left (tail_bounds hK N).1 (Nat.cast_nonneg N))
      (fun N => mul_le_mul_of_nonneg_left (tail_bounds hK N).2 (Nat.cast_nonneg N))
  refine (ht.div hD hS.ne').congr fun N => ?_
  have hN := hκ N
  have hp : overlap N (κ N) K ≠ 0 :=
    (lt_of_lt_of_le (by positivity) (inv_le_overlap N hN hK)).ne'
  have hid := truncSum_sub N hN hK
  rw [heq N] at hid
  change (N : ℝ) * (fullSum K - truncSum N K) / overlap N (κ N) K = _
  rw [hid, div_eq_iff hp]
  ring
```

## Negative energies

`energy_error_tendsto` replaces the roots by energies $\varepsilon_N=-\kappa_N$ and $E=-K$. Its conditions `hE` and `hε` again select bound states, and the equivalences above recover the secular equations. The error $\varepsilon_N-E$ is positive and behaves as $2/(WN)$. For this one-particle, one-dimensional model, that gives a known leading term against which a basis-set extrapolation can be tested.

```lean
/-- For negative energies `ε N` in the truncated bases and `E` in the full basis, at the same
contact strength, `N (ε N - E)` tends to `2 / ∑ (k² - E)⁻²`. -/
theorem energy_error_tendsto {g E : ℝ} {ε : ℕ → ℝ} (hE : E < 0) (hε : ∀ N, ε N < 0)
    (hfull : IsEnergy g E) (htrunc : ∀ N, IsTruncEnergy N g (ε N)) :
    Tendsto (fun N : ℕ => (N : ℝ) * (ε N - E)) atTop
      (𝓝 (2 / ∑' k : ℤ, 1 / ((k : ℝ) ^ 2 - E) ^ 2)) := by
  have h1 : g * fullSum (-E) = 1 :=
    (energy_iff g (neg_pos.mpr hE)).mp (by rwa [neg_neg])
  have h2 : ∀ N, g * truncSum N (-ε N) = 1 := fun N =>
    (truncEnergy_iff N g (neg_pos.mpr (hε N))).mp (by rw [neg_neg]; exact htrunc N)
  have hg : g ≠ 0 := fun h => by simp [h] at h1
  have h := cutoff_error_tendsto (κ := fun N => -ε N) (neg_pos.mpr hE)
    (fun N => neg_pos.mpr (hε N)) rfl
    (fun N => mul_left_cancel₀ hg ((h2 N).trans h1.symm))
  simp only [← sub_eq_add_neg] at h
  refine h.congr fun N => ?_
  ring

end

end ContactPlaneWave
```

```lean
#print axioms ContactPlaneWave.exists_roots
-- 'ContactPlaneWave.exists_roots' depends on axioms: [propext, Classical.choice, Quot.sound]
#print axioms ContactPlaneWave.energy_error_tendsto
-- 'ContactPlaneWave.energy_error_tendsto' depends on axioms: [propext, Classical.choice, Quot.sound]
```
